# Surface hopping driven by net population loss: the no-hop probability is at most the ratio of final to initial population

## The hopping rule

A trajectory moves on one electronic state, the active state. Let $P_0, P_1, \dots, P_N$ be the populations of that state at the start and after each of $N$ successive time steps, taken from the electronic wavefunction propagated along the trajectory while it stays on the active surface. All of them are positive. Write

$$r_n = \frac{P_{n+1}}{P_n}, \qquad h_n = \max(0,\, 1 - r_n), \qquad n = 0, \dots, N-1 .$$

Here $h_n$ is the probability of hopping out of the active state in step $n$. If the population falls, $h_n$ is the fraction lost; if it rises or stays constant, no hop is possible. One random number is drawn per step, independently of the others, so the probability of never hopping in $N$ steps is

$$S_N = \prod_{n=0}^{N-1} (1 - h_n), \qquad S_0 = 1 .$$

The rule looks only at the net change of the active population. With two states, the net loss of the active state is the net gain of the other. With more states, a scheme that cuts off negative fluxes separately for each target state can give a larger total hopping probability, and the results below do not describe it.

## Bound, equality and time grids

For positive populations,

$$S_N \le \frac{P_N}{P_0}, \qquad\text{with equality exactly when } P_{n+1} \le P_n \text{ for all } n < N .$$

For populations prescribed in advance, this has consequences for the choice of time step. If the population only decays between fixed start and end times, the steps can be long or short and $S_N$ is the same. If the population oscillates, $S_N$ falls below the net ratio whenever the sampled values rise in at least one step, and by how much depends on the grid. A grid that misses every rise gives the net ratio itself.

## The rises account for the whole deficit

If $r_n \le 1$, then $h_n = 1 - r_n$ and $1 - h_n = r_n$. If $r_n \ge 1$, then $h_n = 0$ and $1 - h_n = 1$. In both cases

$$1 - h_n = \min(1, r_n) .$$

Of the two numbers $1$ and $r_n$, one is the minimum and the other the maximum, so $\min(1,r_n)\,\max(1,r_n) = r_n$. Define the product of the rise factors, $R_N = \prod_{n<N} \max(1, r_n)$. Then

$$S_N R_N = \prod_{n=0}^{N-1} \frac{P_{n+1}}{P_n} = \frac{P_N}{P_0},$$

because the ratios telescope. For $N = 0$ both sides are $1$.

Every rise factor is at least $1$, so $R_N \ge 1$. Since $S_N > 0$, it follows that $S_N \le S_N R_N = P_N/P_0$. Equality holds exactly when $R_N = 1$. A product of factors that are all at least $1$ equals $1$ only if each factor does, which means $r_n \le 1$ in every step.

## Coarser sampling never lowers the no-hop probability

Keep the same populations, but look at them only at the steps $0 = k_0 \le k_1 \le \dots \le k_M$. Between $k_m$ and $k_{m+1}$ the fine grid has its own no-hop probability $s_m$. It is at most $1$, and by the bound it is at most $P_{k_{m+1}}/P_{k_m}$. Hence

$$s_m \le \min\!\left(1, \frac{P_{k_{m+1}}}{P_{k_m}}\right),$$

and the right-hand side is the stay probability of the single coarse step. Multiplying over $m = 0, \dots, M-1$ gives the claim.

## Which populations give the net ratio on every grid

Now let $p(t)$ be a positive population on a time interval $[a,b]$. Every grid $a = t_0 \le t_1 \le \dots \le t_N = b$ gives the no-hop probability $p(b)/p(a)$ if and only if $p$ never increases on $[a,b]$.

If $p$ never increases, the equality case applies to each grid. Conversely, take $x \le y$ in $[a,b]$ and the grid $a, x, y, b$. Equality on this grid forces $p(y) \le p(x)$.

The value $p(b)/p(a)$ has to be part of the statement. A growing population also gives a grid-independent result, since no step allows a hop, but that result is $1$.

## A population that returns to its starting value

Let $a$ and $b$ now be populations with $0 < b \le a$, and let $P_n$ alternate between $a$ at even steps and $b$ at odd steps. A downward step has stay probability $b/a$, an upward step has stay probability $1$. After $2M$ steps the population is back at $a$, so the net ratio is $1$, yet

$$S_{2M} = \left(\frac{b}{a}\right)^{M} .$$

With $a = 0.8$ and $b = 0.4$, half of the trajectories have hopped at least once after one oscillation. Sampled only at the even steps, the same population looks constant and no trajectory hops.

## When the final population is zero

Take $P_0 = 1$, $P_1 = 2$, $P_2 = 0$; only ratios matter, so the scale is arbitrary. The stay probabilities are $1$ and $0$, hence $S_2 = 0 = P_2/P_0$. Equality holds although the first step raises the population. The equality criterion therefore needs a nonzero final population: total loss in the last step hides every earlier rise. The inequality itself still holds in this example.

## How the Lean statements express the model

The populations are a function `P : ℕ → ℝ`, and `hP : ∀ n ≤ N, 0 < P n` makes them positive at all $N+1$ points that matter. They need not be normalised or bounded by one. `hopProb P n` is $h_n$ and `survival P N` is $S_N$. The independence of the draws is built into `survival` by its definition as a product; no probability space is constructed.

- `survival_mul_rises` is the identity $S_N R_N = P_N/P_0$.
- `survival_le_ratio` contains the bound and the equality criterion.
- `survival_le_coarse` compares the full grid with the steps selected by a monotone `k` with `k 0 = 0`. It assumes positivity at all steps.
- `survival_every_grid_iff` treats a function `p : ℝ → ℝ` of time. `AntitoneOn p (Set.Icc a b)` says that $p$ never increases on $[a,b]$. Continuity is not required, and grid times may repeat.
- `survival_oscillating` is the alternating example; there `a` and `b` are populations, not times.

The populations are given data. The equations that produce them, their integration error, rejected hops and the motion after a hop do not enter.

```lean
import Mathlib

open Finset

namespace SurfaceHoppingTimeStep

noncomputable section

/-- Probability of hopping out of the active state in step `n`, for populations `P` that are
nonzero at the start of the step. -/
def hopProb (P : ℕ → ℝ) (n : ℕ) : ℝ := max 0 (1 - P (n + 1) / P n)

/-- Probability of never hopping during the first `N` steps, with an independent random draw in
each step, for populations that are nonzero at the start of each step. -/
def survival (P : ℕ → ℝ) (N : ℕ) : ℝ := ∏ n ∈ range N, (1 - hopProb P n)

/-- The probability of staying in one step is the population ratio, capped at one. -/
theorem one_sub_hopProb (P : ℕ → ℝ) (n : ℕ) :
    1 - hopProb P n = min 1 (P (n + 1) / P n) := by
  unfold hopProb
  rcases le_total (P (n + 1) / P n) 1 with h | h
  · rw [max_eq_right (by linarith), min_eq_right h]
    ring
  · rw [max_eq_left (by linarith), min_eq_left h]
    ring

/-- For positive populations the probability of never hopping is positive and at most one. -/
theorem survival_pos_le_one {P : ℕ → ℝ} {N : ℕ} (hP : ∀ n ≤ N, 0 < P n) :
    0 < survival P N ∧ survival P N ≤ 1 := by
  have hpos : ∀ n ∈ range N, 0 < 1 - hopProb P n := by
    intro n hn
    have hn' : n < N := mem_range.1 hn
    rw [one_sub_hopProb]
    exact lt_min one_pos (div_pos (hP (n + 1) hn') (hP n hn'.le))
  refine ⟨prod_pos hpos, prod_le_one (fun n hn => (hpos n hn).le) fun n _ => ?_⟩
  rw [one_sub_hopProb]
  exact min_le_left _ _

/-- For positive populations, the probability of never hopping times the factors by which the
population rises in its upward steps equals the ratio of final to initial population. -/
theorem survival_mul_rises {P : ℕ → ℝ} {N : ℕ} (hP : ∀ n ≤ N, 0 < P n) :
    survival P N * ∏ n ∈ range N, max 1 (P (n + 1) / P n) = P N / P 0 := by
  unfold survival
  rw [← prod_mul_distrib]
  induction N with
  | zero => rw [prod_range_zero, div_self (hP 0 le_rfl).ne']
  | succ k ih =>
    -- in each step min(1, r) * max(1, r) = r, and the ratios telescope
    rw [prod_range_succ, ih (fun n hn => hP n (by omega)), one_sub_hopProb, min_mul_max,
      one_mul]
    have hk : P k ≠ 0 := (hP k (by omega)).ne'
    have h0 : P 0 ≠ 0 := (hP 0 (by omega)).ne'
    field_simp

/-- For positive populations the probability of never hopping is at most the ratio of final to
initial population, with equality exactly when the population never increases in a step. -/
theorem survival_le_ratio {P : ℕ → ℝ} {N : ℕ} (hP : ∀ n ≤ N, 0 < P n) :
    survival P N ≤ P N / P 0 ∧
      (survival P N = P N / P 0 ↔ ∀ n < N, P (n + 1) ≤ P n) := by
  have hS := (survival_pos_le_one hP).1
  have hid := survival_mul_rises hP
  have hR : 1 ≤ ∏ n ∈ range N, max 1 (P (n + 1) / P n) := by
    have h := prod_le_prod (s := range N) (f := fun _ => (1 : ℝ))
      (g := fun n => max 1 (P (n + 1) / P n))
      (fun _ _ => zero_le_one) (fun _ _ => le_max_left _ _)
    simpa only [prod_const_one] using h
  refine ⟨?_, ?_, ?_⟩
  · rw [← hid]
    exact le_mul_of_one_le_right hS.le hR
  · -- a single upward step makes the product of rise factors exceed one
    intro heq n hn
    by_contra hcon
    have h1 : 1 < P (n + 1) / P n := (one_lt_div (hP n hn.le)).2 (not_le.1 hcon)
    have hR' : 1 < ∏ n ∈ range N, max 1 (P (n + 1) / P n) := by
      have h := prod_lt_prod (s := range N) (f := fun _ => (1 : ℝ))
        (g := fun n => max 1 (P (n + 1) / P n))
        (fun _ _ => one_pos) (fun _ _ => le_max_left _ _)
        ⟨n, mem_range.2 hn, lt_max_of_lt_right h1⟩
      simpa only [prod_const_one] using h
    have h2 := mul_lt_mul_of_pos_left hR' hS
    linarith
  · intro hmono
    have hR1 : ∏ n ∈ range N, max 1 (P (n + 1) / P n) = 1 :=
      prod_eq_one fun n hn => max_eq_left
        ((div_le_one (hP n (mem_range.1 hn).le)).2 (hmono n (mem_range.1 hn)))
    rw [hR1, mul_one] at hid
    exact hid

/-- If positive populations are sampled only at the steps `k 0 = 0 ≤ k 1 ≤ k 2 ≤ ...`, the
probability of never hopping is at least that on the full grid. -/
theorem survival_le_coarse {P : ℕ → ℝ} (hP : ∀ n, 0 < P n) {k : ℕ → ℕ}
    (hk : Monotone k) (h0 : k 0 = 0) (M : ℕ) :
    survival P (k M) ≤ survival (P ∘ k) M := by
  induction M with
  | zero =>
    rw [h0]
    simp [survival]
  | succ M ih =>
    have hle : k M ≤ k (M + 1) := hk (Nat.le_succ M)
    obtain ⟨d, hd⟩ := Nat.exists_eq_add_of_le hle
    -- split off the fine steps that make up the last coarse step
    have hsplit : survival P (k M + d) =
        survival P (k M) * survival (fun n => P (k M + n)) d := prod_range_add _ _ _
    have hQ := survival_pos_le_one (P := fun n => P (k M + n)) (N := d) (fun n _ => hP _)
    have hQr := (survival_le_ratio (P := fun n => P (k M + n)) (N := d) (fun n _ => hP _)).1
    have hstep : survival (fun n => P (k M + n)) d ≤ 1 - hopProb (P ∘ k) M := by
      rw [one_sub_hopProb]
      refine le_min hQ.2 ?_
      rw [Function.comp_apply, Function.comp_apply, hd]
      exact hQr
    have hsucc : survival (P ∘ k) (M + 1) =
        survival (P ∘ k) M * (1 - hopProb (P ∘ k) M) := prod_range_succ _ _
    rw [hd, hsplit, hsucc]
    exact mul_le_mul ih hstep hQ.1.le
      (survival_pos_le_one (P := P ∘ k) (fun n _ => hP (k n))).1.le

/-- For a population `p` positive on the time interval `[a, b]`, every time grid from `a` to `b`
gives the probability `p b / p a` of never hopping exactly when `p` never increases there. -/
theorem survival_every_grid_iff {p : ℝ → ℝ} {a b : ℝ} (hp : ∀ s ∈ Set.Icc a b, 0 < p s) :
    (∀ (N : ℕ) (t : ℕ → ℝ), Monotone t → t 0 = a → t N = b →
      survival (p ∘ t) N = p b / p a) ↔ AntitoneOn p (Set.Icc a b) := by
  constructor
  · -- test the grid a, x, y, b
    intro h x hx y hy hxy
    let t : ℕ → ℝ := fun n => match n with
      | 0 => a
      | 1 => x
      | 2 => y
      | _ + 3 => b
    have ht : Monotone t := by
      refine monotone_nat_of_le_succ fun n => ?_
      match n with
      | 0 => exact hx.1
      | 1 => exact hxy
      | 2 => exact hy.2
      | m + 3 => exact le_refl b
    have hpos : ∀ n ≤ 3, 0 < (p ∘ t) n := fun n hn =>
      hp (t n) ⟨ht (Nat.zero_le n), ht hn⟩
    have hS := h 3 t ht rfl rfl
    exact (survival_le_ratio hpos).2.1 hS 1 (by norm_num)
  · intro hanti N t ht h0 hN
    have hmem : ∀ n ≤ N, t n ∈ Set.Icc a b := fun n hn =>
      ⟨by rw [← h0]; exact ht (Nat.zero_le n), by rw [← hN]; exact ht hn⟩
    have h := (survival_le_ratio (P := p ∘ t) (fun n hn => hp _ (hmem n hn))).2.2
      (fun n hn => hanti (hmem n hn.le) (hmem (n + 1) hn) (ht (Nat.le_succ n)))
    simpa only [Function.comp_apply, h0, hN] using h

/-- A population that alternates between `a` at even steps and `b` at odd steps. -/
def oscillating (a b : ℝ) (n : ℕ) : ℝ := if Even n then a else b

/-- A population alternating between `a` and `b`, with `0 < b ≤ a`, is back at `a` after `M`
full oscillations, while the probability of never hopping is `(b / a) ^ M`. -/
theorem survival_oscillating {a b : ℝ} (hb : 0 < b) (hba : b ≤ a) (M : ℕ) :
    oscillating a b (2 * M) = a ∧ survival (oscillating a b) (2 * M) = (b / a) ^ M := by
  have e0 : ∀ m, oscillating a b (2 * m) = a := fun m =>
    if_pos (Nat.even_iff.2 (by omega))
  have e1 : ∀ m, oscillating a b (2 * m + 1) = b := fun m =>
    if_neg (fun h => by rw [Nat.even_iff] at h; omega)
  refine ⟨e0 M, ?_⟩
  induction M with
  | zero => simp [survival]
  | succ M ih =>
    have e2 : oscillating a b (2 * M + 1 + 1) = a := e0 (M + 1)
    have hsucc : survival (oscillating a b) (2 * (M + 1)) =
        survival (oscillating a b) (2 * M) * (1 - hopProb (oscillating a b) (2 * M)) *
          (1 - hopProb (oscillating a b) (2 * M + 1)) := by
      unfold survival
      rw [show 2 * (M + 1) = 2 * M + 1 + 1 by ring, prod_range_succ, prod_range_succ]
    -- the downward step costs b / a, the upward step gives nothing back
    rw [hsucc, ih, one_sub_hopProb, one_sub_hopProb, e2, e1, e0,
      min_eq_right ((div_le_one (hb.trans_le hba)).2 hba),
      min_eq_left ((one_le_div hb).2 hba), mul_one, pow_succ]

end

end SurfaceHoppingTimeStep
```

```lean
#print axioms SurfaceHoppingTimeStep.survival_le_ratio
#print axioms SurfaceHoppingTimeStep.survival_le_coarse
#print axioms SurfaceHoppingTimeStep.survival_every_grid_iff
#print axioms SurfaceHoppingTimeStep.survival_oscillating
```

```
'SurfaceHoppingTimeStep.survival_le_ratio' depends on axioms: [propext, Classical.choice, Quot.sound]
'SurfaceHoppingTimeStep.survival_le_coarse' depends on axioms: [propext, Classical.choice, Quot.sound]
'SurfaceHoppingTimeStep.survival_every_grid_iff' depends on axioms: [propext, Classical.choice, Quot.sound]
'SurfaceHoppingTimeStep.survival_oscillating' depends on axioms: [propext, Classical.choice, Quot.sound]
```

## From the stay probability to the equality case

`one_sub_hopProb` makes the case distinction $r_n \le 1$ or $r_n \ge 1$ and obtains $\min(1, r_n)$. `survival_pos_le_one` then gives $0 < S_N \le 1$, because every factor is positive and at most one.

`survival_mul_rises` first merges the two products into one with `← prod_mul_distrib`. The induction on `N` does the telescoping: the last factor is split off, the induction hypothesis turns the rest into $P_k/P_0$, and `field_simp` cancels $P_k$.

In `survival_le_ratio`, `hR` states $R_N \ge 1$, by comparison with a product of ones. The bound follows from `le_mul_of_one_le_right`. For the forward half of the equality criterion, an upward step is assumed; `prod_lt_prod` then yields $R_N > 1$, so $S_N < S_N R_N = P_N/P_0$, which contradicts equality. For the other half, all rise factors are $1$ and the identity reduces to $S_N = P_N/P_0$.

## The lemma `min_mul_max`

The step $\min(1,r)\,\max(1,r) = r$ is a single rewrite with Mathlib's `min_mul_max`, which says that `min a b * max a b = a * b`. It rests only on the linear order and on commutativity of multiplication, so the sign of $r$ plays no role. Positivity enters the identity only where populations are cancelled.

For the rewrite to apply, the minimum and the maximum must stand next to each other with their arguments in the same order. That is why the products are merged first, and why the rise factor is written `max 1 (P (n + 1) / P n)`, matching the form delivered by `one_sub_hopProb`. The result is `1 * (P (k + 1) / P k)`, and `one_mul` removes the one. No second case distinction is needed.

## Grids and the oscillation in Lean

`survival_le_coarse` is an induction on the number `M` of coarse steps. The last coarse step consists of `d` fine steps, and `prod_range_add` splits the fine product there. The second part is the survival of the shifted population `fun n => P (k M + n)`, to which the two earlier bounds apply; `le_min` combines them into `hstep`. If `d` is zero, the coarse step repeats a point and contributes a factor of one.

In `survival_every_grid_iff`, the test grid $a, x, y, b$ is defined by pattern matching and stays at $b$ from index 3 onwards. The equality criterion, used at step 1, compares $p(x)$ with $p(y)$. The converse checks that all grid times lie in $[a,b]$ and applies the same criterion the other way round.

`survival_oscillating` is an induction over full oscillations. Each one adds two factors to the product: `min_eq_right` evaluates the downward step to $b/a$, and `min_eq_left` evaluates the upward step to $1$.
